# For two hydrogen 1s functions, 1 − S(R) vanishes as R²/6 at small separation

## Two nearly equal orbitals

Take two real normalised functions $\phi_0$ and $\phi_1$ with overlap $S$. Their difference has squared norm

$$\|\phi_0-\phi_1\|^2 = 1 - 2S + 1 = 2(1-S).$$

If the functions nearly coincide, $S$ is close to 1 and little is left after the subtraction. Normalising the difference means dividing by the square root of this small number, and its energy has $1-S$ in the denominator.

For hydrogen 1s functions on two centres a distance $R$ apart, in atomic units, the overlap is

$$S(R) = e^{-R}\left(1 + R + \tfrac{R^2}{3}\right).$$

At $R = 0.1$ this gives $S \approx 0.998337$ and $1 - S \approx 0.001663$. If $S$ is rounded to $0.9983$, the difference becomes $0.0017$: an error in the fifth decimal of $S$ has become an error of about 2% in $1-S$.

## The two-orbital problem

By symmetry the two diagonal Hamiltonian elements are equal. Call them $a$, and call the coupling $b$. The energies $E$ and coefficient vectors $v = (v_0, v_1)$ satisfy $Hv = EMv$, with

$$H = \begin{pmatrix} a & b\\ b & a\end{pmatrix},\qquad M = \begin{pmatrix} 1 & S\\ S & 1\end{pmatrix}.$$

The results are these.

- For $R>0$, $0 < S(R) < 1$.
- For $R\ge 0$, $R^2/6 - R^4/24 \le 1 - S(R) \le R^2/6$. Hence $(1-S(R))/R^2 \to 1/6$ as $R \to 0^+$.
- For $R>0$, the generalized eigenvalues are exactly $(a+b)/(1+S)$ and $(a-b)/(1-S)$.
- For $R>0$, the antibonding vector $(c,-c)$ with $c = 1/\sqrt{2(1-S)}$ has unit norm in the metric $M$, and $Rc \to \sqrt3$ as $R\to0^+$.
- At fixed $R>0$, a change in $a-b$ changes the antibonding energy by at least $6/R^2$ times as much.

In electronic structure terms, this is near linear dependence of a non-orthogonal basis, worked out for one pair of 1s functions in a one-electron model.

## Bounding the overlap

Every factor of $S$ is positive for $R>0$, so $S>0$. The exponential series gives $e^R \ge 1 + R + R^2/2 > 1 + R + R^2/3$, and multiplying by $e^{-R}$ gives $S<1$.

The product rule gives the slope:

$$S'(R) = e^{-R}\left(-1 - R - \tfrac{R^2}{3} + 1 + \tfrac{2R}{3}\right) = -\tfrac13 e^{-R}R(1+R).$$

For the upper bound on $1-S$, let $u(R) = R^2/6 - 1 + S(R)$. Then $u(0)=0$ and

$$u'(R) = \tfrac R3\left(1 - e^{-R}(1+R)\right) \ge 0,$$

because $1+R\le e^R$. Hence $u\ge0$ for $R \ge 0$.

For the lower bound, let $\ell(R) = R^4/24 - R^2/6 + 1 - S(R)$. Then $\ell(0)=0$ and

$$\ell'(R) = \tfrac R3\,g(R),\qquad g(R) = e^{-R}(1+R) + \tfrac{R^2}{2} - 1.$$

The sign of $g$ follows in the same way: $g(0)=0$ and $g'(R) = R(1-e^{-R}) \ge 0$. So $g\ge0$, and therefore $\ell\ge0$.

Dividing both bounds by $R^2$ gives

$$\tfrac16 - \tfrac{R^2}{24} \le \frac{1-S(R)}{R^2} \le \tfrac16,$$

and squeezing gives the limit.

## Energies, normalisation and amplification

The two component equations are

$$av_0 + bv_1 = E(v_0 + Sv_1),\qquad bv_0 + av_1 = E(Sv_0 + v_1).$$

Their sum and difference decouple:

$$(a+b)(v_0+v_1) = E(1+S)(v_0+v_1),$$
$$(a-b)(v_0-v_1) = E(1-S)(v_0-v_1).$$

Since $v\neq0$, at least one of $v_0+v_1$ and $v_0-v_1$ is nonzero, and $E$ takes the corresponding value. Conversely, $(1,1)$ and $(1,-1)$ realise the two values.

The squared norm of $(c,-c)$ in the metric $M$ is $2c^2(1-S) = 1$. Moreover,

$$Rc = \left(2\,\frac{1-S}{R^2}\right)^{-1/2} \to \left(\tfrac13\right)^{-1/2} = \sqrt3.$$

Finally, if $a-b$ changes by $\Delta$ at fixed $R$, the antibonding energy changes by $\Delta/(1-S)$. Since $1-S\le R^2/6$, its size is at least $6|\Delta|/R^2$.

At $R=0.1$ the bounds place $1-S$ between $0.0016625$ and $0.0016667$. An error of $10^{-6}$ hartree in $a-b$ therefore becomes about $6\times10^{-4}$ hartree in the energy. The coefficient $c$ is about $17.34$, close to $\sqrt3/R\approx17.32$.

## When the centres coincide

The eigenvalue result needs $R>0$. At $R=0$ we have $S=1$, and $M$ sends $(1,-1)$ to zero. Take $a=b=1$: then $H$ also sends $(1,-1)$ to zero, so $Hv=EMv$ holds for every $E$, including $E=5$. The two formulas cannot produce this continuum of values.

## How the Lean statements express the model

`overlap` is the closed formula for $S(R)$, taken as a definition; the overlap integral is not evaluated. `overlapMatrix R` is $M$ and `hamiltonian a b` is $H$, both real and indexed by `Fin 2`, so the components are `v 0` and `v 1`. The product `*ᵥ` applies a matrix to a vector, and `⬝ᵥ` is the dot product.

In `generalized_eigenvalue_iff`, the left side says that a nonzero real vector solves the generalized problem with energy `E`; the right side lists the two values. The filter `𝓝[>] 0` in the limit theorems means approach to zero through positive separations.

The numbers `a` and `b` are arbitrary and are not computed from a molecular Hamiltonian. For the electronic Hamiltonian of the hydrogen molecular ion, with the nuclear repulsion $1/R$ left out, the exact $a-b$ also shrinks as $R^2$, so the antibonding energy stays finite, while independent errors in $a$ and $b$ need not shrink with it. The amplification theorem compares two pairs of matrix elements at the same exact overlap; errors in $S$ itself are not part of it.

## The complete file

```lean
import Mathlib

open Filter Topology Matrix

namespace HydrogenOverlapCancellation

noncomputable section

/-- The overlap of two hydrogen 1s functions at separation `R`, in atomic units. -/
def overlap (R : ℝ) : ℝ := Real.exp (-R) * (1 + R + R ^ 2 / 3)

/-- The overlap matrix of the two normalised 1s functions. -/
def overlapMatrix (R : ℝ) : Matrix (Fin 2) (Fin 2) ℝ :=
  !![1, overlap R; overlap R, 1]

/-- The two-orbital Hamiltonian with diagonal element `a` and coupling `b`. -/
def hamiltonian (a b : ℝ) : Matrix (Fin 2) (Fin 2) ℝ := !![a, b; b, a]

/-- The antibonding energy `(a - b) / (1 - S)`. -/
def antibondingEnergy (a b R : ℝ) : ℝ := (a - b) / (1 - overlap R)

/-- The antibonding normalisation coefficient `1 / √(2 (1 - S))`. -/
def antibondingCoeff (R : ℝ) : ℝ := 1 / Real.sqrt (2 * (1 - overlap R))

/-- A function that vanishes at the origin and has nonnegative slope to the right of it
is nonnegative there. -/
theorem nonneg_of_slope_nonneg {f f' : ℝ → ℝ} (h0 : f 0 = 0)
    (hd : ∀ x, HasDerivAt f (f' x) x) (hp : ∀ x, 0 ≤ x → 0 ≤ f' x)
    {x : ℝ} (hx : 0 ≤ x) : 0 ≤ f x := by
  have hm : MonotoneOn f (Set.Ici 0) :=
    monotoneOn_of_deriv_nonneg (convex_Ici 0)
      (fun y _ => (hd y).continuousAt.continuousWithinAt)
      (fun y _ => (hd y).differentiableAt.differentiableWithinAt)
      (fun y hy => by
        rw [(hd y).deriv]
        exact hp y (interior_subset hy))
  have h := hm (Set.mem_Ici.2 le_rfl) (Set.mem_Ici.2 hx) hx
  rwa [h0] at h

/-- At every positive separation the overlap lies strictly between 0 and 1. -/
theorem overlap_pos_lt_one {R : ℝ} (hR : 0 < R) : 0 < overlap R ∧ overlap R < 1 := by
  refine ⟨by unfold overlap; positivity, ?_⟩
  have hq := Real.quadratic_le_exp_of_nonneg hR.le
  have hlt : 1 + R + R ^ 2 / 3 < Real.exp R := by nlinarith [pow_pos hR 2]
  calc overlap R < Real.exp (-R) * Real.exp R :=
        mul_lt_mul_of_pos_left hlt (Real.exp_pos _)
    _ = 1 := by rw [← Real.exp_add, neg_add_cancel, Real.exp_zero]

/-- The slope of the overlap is `-exp(-R) R (1 + R) / 3`. -/
theorem hasDerivAt_overlap (R : ℝ) :
    HasDerivAt overlap (-(Real.exp (-R) * (R * (1 + R) / 3))) R := by
  have he := ((hasDerivAt_id' R).fun_neg).exp
  have hs : HasDerivAt (fun y : ℝ => y ^ 2) (2 * R) R := by
    simpa using hasDerivAt_pow 2 R
  have hp := ((hasDerivAt_id' R).const_add 1).fun_add (hs.div_const 3)
  exact (he.fun_mul hp).congr_deriv (by ring)

/-- The antibonding denominator satisfies `R²/6 - R⁴/24 ≤ 1 - S(R) ≤ R²/6`. -/
theorem one_sub_overlap_bounds {R : ℝ} (hR : 0 ≤ R) :
    R ^ 2 / 6 - R ^ 4 / 24 ≤ 1 - overlap R ∧ 1 - overlap R ≤ R ^ 2 / 6 := by
  have hs : ∀ x : ℝ, HasDerivAt (fun y : ℝ => y ^ 2) (2 * x) x := fun x => by
    simpa using hasDerivAt_pow 2 x
  have hf : ∀ x : ℝ, HasDerivAt (fun y : ℝ => y ^ 4) (4 * x ^ 3) x := fun x => by
    simpa using hasDerivAt_pow 4 x
  have hS0 : overlap 0 = 1 := by simp [overlap]
  -- an auxiliary estimate for the slope: 1 - x²/2 ≤ exp(-x) (1 + x)
  have haux : ∀ x : ℝ, 0 ≤ x → 0 ≤ Real.exp (-x) * (1 + x) + x ^ 2 / 2 - 1 := by
    intro x hx
    refine nonneg_of_slope_nonneg
      (f := fun y => Real.exp (-y) * (1 + y) + y ^ 2 / 2 - 1)
      (f' := fun y => y * (1 - Real.exp (-y))) (by simp) (fun y => ?_) (fun y hy => ?_) hx
    · have he := ((hasDerivAt_id' y).fun_neg).exp
      have h := ((he.fun_mul ((hasDerivAt_id' y).const_add 1)).fun_add
        ((hs y).div_const 2)).sub_const 1
      exact h.congr_deriv (by ring)
    · have h1 : Real.exp (-y) ≤ 1 := Real.exp_le_one_iff.2 (by linarith)
      exact mul_nonneg hy (by linarith)
  constructor
  · have h := nonneg_of_slope_nonneg
      (f := fun y => y ^ 4 / 24 - y ^ 2 / 6 + 1 - overlap y)
      (f' := fun y => y / 3 * (Real.exp (-y) * (1 + y) + y ^ 2 / 2 - 1))
      (by simp [hS0])
      (fun y => (((((hf y).div_const 24).fun_sub ((hs y).div_const 6)).add_const 1).fun_sub
        (hasDerivAt_overlap y)).congr_deriv (by ring))
      (fun y hy => mul_nonneg (by positivity) (haux y hy)) hR
    linarith
  · have h := nonneg_of_slope_nonneg
      (f := fun y => y ^ 2 / 6 - 1 + overlap y)
      (f' := fun y => y / 3 * (1 - Real.exp (-y) * (1 + y)))
      (by simp [hS0])
      (fun y => ((((hs y).div_const 6).sub_const 1).fun_add
        (hasDerivAt_overlap y)).congr_deriv (by ring))
      (fun y hy => by
        have h1 : Real.exp (-y) * (1 + y) ≤ Real.exp (-y) * Real.exp y :=
          mul_le_mul_of_nonneg_left (by linarith [Real.add_one_le_exp y]) (Real.exp_pos _).le
        rw [← Real.exp_add, neg_add_cancel, Real.exp_zero] at h1
        exact mul_nonneg (by positivity) (by linarith)) hR
    linarith

/-- As the nuclei approach each other, `(1 - S(R)) / R²` tends to `1/6`. -/
theorem tendsto_one_sub_overlap_div_sq :
    Tendsto (fun R => (1 - overlap R) / R ^ 2) (𝓝[>] 0) (𝓝 (1 / 6)) := by
  have hlow : Tendsto (fun R : ℝ => 1 / 6 - R ^ 2 / 24) (𝓝[>] 0) (𝓝 (1 / 6)) := by
    have hc : Continuous (fun R : ℝ => 1 / 6 - R ^ 2 / 24) := by fun_prop
    have h := hc.tendsto 0
    norm_num at h
    norm_num
    exact h.mono_left nhdsWithin_le_nhds
  refine tendsto_of_tendsto_of_tendsto_of_le_of_le' hlow tendsto_const_nhds ?_ ?_
  · filter_upwards [self_mem_nhdsWithin] with R hR
    have hR' : 0 < R := hR
    rw [le_div_iff₀ (pow_pos hR' 2)]
    linarith [(one_sub_overlap_bounds hR'.le).1,
      show (1 / 6 - R ^ 2 / 24) * R ^ 2 = R ^ 2 / 6 - R ^ 4 / 24 by ring]
  · filter_upwards [self_mem_nhdsWithin] with R hR
    have hR' : 0 < R := hR
    rw [div_le_iff₀ (pow_pos hR' 2)]
    linarith [(one_sub_overlap_bounds hR'.le).2]

/-- At positive separation the generalized eigenvalues of the two-orbital problem are exactly `(a +
b) / (1 + S)` and the antibonding energy `(a - b) / (1 - S)`. -/
theorem generalized_eigenvalue_iff {R : ℝ} (hR : 0 < R) (a b E : ℝ) :
    (∃ v : Fin 2 → ℝ, v ≠ 0 ∧ hamiltonian a b *ᵥ v = E • (overlapMatrix R *ᵥ v)) ↔
      E = (a + b) / (1 + overlap R) ∨ E = antibondingEnergy a b R := by
  obtain ⟨h0, h1⟩ := overlap_pos_lt_one hR
  have hp : 1 + overlap R ≠ 0 := by linarith
  have hm : 1 - overlap R ≠ 0 := by linarith
  unfold antibondingEnergy
  rw [eq_div_iff hp, eq_div_iff hm]
  constructor
  · rintro ⟨v, hv, h⟩
    have e0 := congrFun h 0
    have e1 := congrFun h 1
    simp [hamiltonian, overlapMatrix, Matrix.mulVec, dotProduct, Fin.sum_univ_two] at e0 e1
    -- the sum and the difference of the two equations decouple
    have hsum : (E * (1 + overlap R) - (a + b)) * (v 0 + v 1) = 0 := by
      linear_combination -e0 - e1
    have hdif : (E * (1 - overlap R) - (a - b)) * (v 0 - v 1) = 0 := by
      linear_combination -e0 + e1
    rcases mul_eq_zero.1 hsum with h2 | h2
    · exact Or.inl (by linarith)
    rcases mul_eq_zero.1 hdif with h3 | h3
    · exact Or.inr (by linarith)
    refine absurd ?_ hv
    funext i
    fin_cases i
    · show v 0 = 0
      linarith
    · show v 1 = 0
      linarith
  · rintro (h | h)
    · refine ⟨![1, 1], fun hv => by simpa using congrFun hv 0, ?_⟩
      ext i
      fin_cases i <;>
        simp [hamiltonian, overlapMatrix, Matrix.mulVec, dotProduct, Fin.sum_univ_two] <;>
        linarith
    · refine ⟨![1, -1], fun hv => by simpa using congrFun hv 0, ?_⟩
      ext i
      fin_cases i <;>
        simp [hamiltonian, overlapMatrix, Matrix.mulVec, dotProduct, Fin.sum_univ_two] <;>
        linarith

/-- At positive separation the antibonding vector `(c, -c)` has unit norm in the overlap metric. -/
theorem antibonding_normalized {R : ℝ} (hR : 0 < R) :
    ![antibondingCoeff R, -antibondingCoeff R] ⬝ᵥ
      (overlapMatrix R *ᵥ ![antibondingCoeff R, -antibondingCoeff R]) = 1 := by
  have hpos : 0 < 2 * (1 - overlap R) := by linarith [(overlap_pos_lt_one hR).2]
  have hc : antibondingCoeff R ^ 2 * (2 * (1 - overlap R)) = 1 := by
    unfold antibondingCoeff
    rw [div_pow, Real.sq_sqrt hpos.le, one_pow, one_div_mul_cancel hpos.ne']
  simp [overlapMatrix, Matrix.mulVec, dotProduct, Fin.sum_univ_two]
  linear_combination hc

/-- The antibonding coefficient diverges as `√3 / R`: its product with `R` tends to `√3` as `R`
tends to 0 through positive values. -/
theorem tendsto_mul_antibondingCoeff :
    Tendsto (fun R => R * antibondingCoeff R) (𝓝[>] 0) (𝓝 (Real.sqrt 3)) := by
  have h := (tendsto_one_sub_overlap_div_sq.const_mul 2).inv₀ (by norm_num)
  have h2 := (Real.continuous_sqrt.tendsto _).comp h
  rw [show ((2 : ℝ) * (1 / 6))⁻¹ = 3 by norm_num] at h2
  refine h2.congr' ?_
  filter_upwards [self_mem_nhdsWithin] with R hR
  have hR' : 0 < R := hR
  show Real.sqrt (2 * ((1 - overlap R) / R ^ 2))⁻¹ = R * antibondingCoeff R
  rw [← mul_div_assoc, inv_div, Real.sqrt_div (sq_nonneg R), Real.sqrt_sq hR'.le]
  unfold antibondingCoeff
  ring

/-- A change of `a - b` changes the antibonding energy by at least `6 / R²` times as much. -/
theorem antibonding_error_amplification {R : ℝ} (hR : 0 < R) (a b a' b' : ℝ) :
    6 / R ^ 2 * |(a' - b') - (a - b)| ≤
      |antibondingEnergy a' b' R - antibondingEnergy a b R| := by
  have hpos : 0 < 1 - overlap R := by linarith [(overlap_pos_lt_one hR).2]
  unfold antibondingEnergy
  rw [← sub_div, abs_div, abs_of_pos hpos, div_mul_eq_mul_div,
    div_le_div_iff₀ (pow_pos hR 2) hpos]
  nlinarith [mul_le_mul_of_nonneg_left (one_sub_overlap_bounds hR.le).2
    (abs_nonneg ((a' - b') - (a - b)))]

end

end HydrogenOverlapCancellation
```

```lean
#print axioms HydrogenOverlapCancellation.generalized_eigenvalue_iff
#print axioms HydrogenOverlapCancellation.antibonding_normalized
#print axioms HydrogenOverlapCancellation.tendsto_mul_antibondingCoeff
#print axioms HydrogenOverlapCancellation.antibonding_error_amplification
```

```
'HydrogenOverlapCancellation.generalized_eigenvalue_iff' depends on axioms: [propext, Classical.choice, Quot.sound]
'HydrogenOverlapCancellation.antibonding_normalized' depends on axioms: [propext, Classical.choice, Quot.sound]
'HydrogenOverlapCancellation.tendsto_mul_antibondingCoeff' depends on axioms: [propext, Classical.choice, Quot.sound]
'HydrogenOverlapCancellation.antibonding_error_amplification' depends on axioms: [propext, Classical.choice, Quot.sound]
```

## How the proof follows the derivation

`nonneg_of_slope_nonneg` is the comparison principle used for $u$, $\ell$ and $g$: a function that starts at zero and has nonnegative slope stays nonnegative. It comes from Mathlib's theorem that a nonnegative derivative on a convex set implies monotonicity.

`overlap_pos_lt_one` gets positivity from `positivity` and the upper bound from the quadratic estimate of the exponential. `hasDerivAt_overlap` assembles the slope by the product rule, and `ring` brings it to the stated form.

`one_sub_overlap_bounds` applies the comparison principle three times. The inner statement `haux` is $g\ge0$; the two branches after `constructor` treat $\ell$ and $u$, in that order. `tendsto_one_sub_overlap_div_sq` then divides by $R^2$ and squeezes.

In `generalized_eigenvalue_iff`, `hsum` and `hdif` are the decoupled equations, obtained by `linear_combination`. Each is a product equal to zero, so the proof splits into cases; if both vector factors vanish, then $v=0$, a contradiction. The converse supplies `![1, 1]` and `![1, -1]`.

`antibonding_normalized` first proves $2c^2(1-S)=1$ as `hc` and then expands the matrix product. `tendsto_mul_antibondingCoeff` doubles the limit $1/6$, inverts it and takes the square root, using continuity at each stage; the remaining lines identify the resulting function with $Rc$ for positive $R$. `antibonding_error_amplification` writes the energy difference as a single quotient, clears the positive denominators and uses the upper bound on $1-S$.
